# Fourier interpolation of Hermitian samples from a uniform one-dimensional k-mesh of 2p+1 points, with hoppings |m| ≤ p, is Hermitian at every k and reproduces the samples

**Q:** I sampled the band $\cos 2\pi k$ at $k=0,\tfrac13,\tfrac23$, took the discrete Fourier transform, and summed the series over the frequencies $0,1,2$. The curve passes through all three samples, but at $k=\tfrac14$ it gives $(-1+i)/2$. What use is an energy with an imaginary part?

**A:** None here: your band is real, and the imaginary part is an artefact of the chosen frequencies. On your mesh, frequency $2$ cannot be told apart from frequency $-1$, but between the mesh points the two differ. If you sum over $-1,0,1$ instead, you get $\cos 2\pi k$ back, with the value $0$ at $k=\tfrac14$. For matrices, the wrong range can likewise give an $H(k)$ that is not Hermitian between the samples.

**Q:** Show me by hand that the symmetric range always works.

**A:** Let $p\ge 0$ be an integer, $N=2p+1$, $k_r=r/N$ for $r=0,\dots,2p$, and $\varphi(x)=e^{2\pi i x}$. Given Hermitian matrices $A_r$, define

$$H_m=\frac1N\sum_r \varphi(-mk_r)A_r,\qquad H(k)=\sum_{|m|\le p}\varphi(mk)H_m .$$

Hermiticity comes first. Since $A_r^\dagger=A_r$ and $\overline{\varphi(x)}=\varphi(-x)$,

$$H_m^\dagger=\frac1N\sum_r\varphi(mk_r)A_r=H_{-m}.$$

Hence $H(k)^\dagger=\sum_{|m|\le p}\varphi(-mk)H_{-m}$. Renaming $-m$ as $m$ maps the range $|m|\le p$ onto itself, so this is $H(k)$.

For the values at the mesh points we need a geometric sum. Take an integer $d$ with $|d|\le 2p$ and put $z=\varphi(d/N)$. Then $z^N=1$, so

$$(1-z)\sum_{j=0}^{2p}z^j=1-z^N=0.$$

If $z=1$, then $d$ is a multiple of $N$, and $|d|<N$ forces $d=0$. The sum is therefore $N$ for $d=0$ and zero otherwise. Writing $m=j-p$ gives

$$\sum_{|m|\le p}\varphi(mk_s)\varphi(-mk_r)=\varphi(-p(k_s-k_r))\sum_{j=0}^{2p}\varphi\big((s-r)j/N\big)=N\delta_{rs}.$$

Now exchange the two sums in $H(k_s)$:

$$H(k_s)=\sum_r\Big[\frac1N\sum_{|m|\le p}\varphi(mk_s)\varphi(-mk_r)\Big]A_r=A_s .$$

**Q:** Passing through the samples says nothing about the bands between them.

**A:** It doesn't. For $H(k)$ to equal the original Hamiltonian at every $k$, the original must have no hoppings beyond $|m|=p$, and this condition is also sufficient. Here the Bloch phases count whole cells and leave out the orbital positions inside the cell. Suppose the samples come from $A_r=\sum_{|l|\le p}\varphi(lk_r)B_l$. For $|l|,|m|\le p$ we have $|l-m|\le 2p$, so the geometric sum gives $\sum_r\varphi(-mk_r)\varphi(lk_r)=N\delta_{lm}$. Therefore

$$H_m=\sum_{|l|\le p}\Big[\frac1N\sum_r\varphi(-mk_r)\varphi(lk_r)\Big]B_l=B_m .$$

All hoppings in the range are recovered, and the interpolation equals the original Hamiltonian at every $k$.

**Q:** And in the smallest case?

**A:** For $p=0$ there is one mesh point, $k_0=0$, and $H(k)=A_0$ for all $k$. That is Hermitian and correct at its sample. It is exact for a flat, purely on-site model, but for $\cos 2\pi k$ it returns the constant $1$, because that band has hoppings at $m=\pm1$.

**Q:** Now the Lean version. What is a Hamiltonian there?

**A:** A complex matrix whose rows and columns are labelled by a type `n`, which stands for the orbitals in the unit cell.

```lean
import Mathlib

open Matrix

namespace FourierInterpolation

noncomputable section

variable {n : Type*}
```

Nothing requires `n` to be finite. For infinitely many orbitals, though, "Hermitian" means only that the entries satisfy $M_{ij}=\overline{M_{ji}}$, which is weaker than self-adjointness of an operator.

The phase and the mesh fix the units: $k$ is a real number counted in reciprocal lattice vectors, so the zone has length one. The index `r : Fin (2 * p + 1)` runs over $0,\dots,2p$.

```lean
/-- The Bloch phase `exp(2πix)`. -/
def phase (x : ℝ) : ℂ := Complex.exp (2 * Real.pi * Complex.I * (x : ℂ))

/-- The mesh point `k_r = r/N` of the uniform mesh with `N = 2p+1` points. -/
def kpt (p : ℕ) (r : Fin (2 * p + 1)) : ℝ := ((r : ℕ) : ℝ) / (2 * p + 1)
```

The hoppings carry the factor $1/N$ and the minus sign in the exponent; the Bloch sum carries the plus sign and no prefactor.

```lean
/-- The hopping matrix `H_m = (1/N) ∑_r exp(-2πimr/N) A_r`, with `N = 2p+1`. -/
def hopping (p : ℕ) (A : Fin (2 * p + 1) → Matrix n n ℂ) (m : ℤ) : Matrix n n ℂ :=
  (2 * p + 1 : ℂ)⁻¹ • ∑ r, phase (-(m * kpt p r)) • A r
```

The label `m : ℤ` is a lattice displacement in cells. `Finset.Icc (-(p : ℤ)) p` is the set of integers from $-p$ to $p$, both ends included, so the symmetric range is part of the definition.

```lean
/-- The Bloch Hamiltonian `∑ exp(2πimk) B_m`, summed over `|m| ≤ p`. -/
def bloch (p : ℕ) (B : ℤ → Matrix n n ℂ) (k : ℝ) : Matrix n n ℂ :=
  ∑ m ∈ Finset.Icc (-(p : ℤ)) p, phase (m * k) • B m
```

The interpolated Hamiltonian is the same Bloch sum, fed with the computed hoppings.

```lean
/-- The interpolated Hamiltonian `H(k)` built from the mesh samples `A_r`. -/
def interp (p : ℕ) (A : Fin (2 * p + 1) → Matrix n n ℂ) (k : ℝ) : Matrix n n ℂ :=
  bloch p (hopping p A) k
```

**Q:** Then what exactly is claimed?

**A:** `interp_isHermitian_and_interpolates` takes any `p` and any family `A` with `hA : ∀ r, (A r).IsHermitian`. It concludes that `interp p A k` is Hermitian for every real `k`, and that `interp p A (kpt p r) = A r` for every `r`. `interp_exact` says that if the samples are taken from `bloch p B`, the interpolation equals `bloch p B k` at every real `k`. It doesn't even ask that `B` describe a Hermitian model.

**Q:** My samples come from a Wannier calculation. Where is the gauge?

**A:** It is hidden in the matrices $A_r$. The theorem accepts any Hermitian samples, including ones written in unrelated bases at neighbouring mesh points. Those are reproduced too, but the bands between them may be useless. The result bears on the Fourier step of Wannier interpolation, for a one-dimensional mesh with an odd number of points; constructing the Wannier functions, and estimating the error from hoppings longer than $p$, are separate problems.

**Q:** Fine. Take me through the proof.

**A:** Two facts about phases come first: they multiply when their arguments add, and conjugation flips the sign of the argument.

```lean
/-- Bloch phases multiply when their arguments add. -/
theorem phase_add (x y : ℝ) : phase (x + y) = phase x * phase y := by
  unfold phase
  rw [← Complex.exp_add]
  congr 1
  push_cast
  ring

/-- Complex conjugation reverses the argument of a Bloch phase. -/
theorem star_phase (x : ℝ) : star (phase x) = phase (-x) := by
  have h2 : (starRingEnd ℂ) 2 = 2 := Complex.ext (by simp) (by simp)
  change (starRingEnd ℂ) (Complex.exp _) = Complex.exp _
  rw [← Complex.exp_conj]
  congr 1
  simp [h2]
```

Next is the geometric sum. `hpow` writes each phase as a power of `z`, `hzN` is $z^N=1$, and `hz1` is $z\neq1$. For the last, `Complex.exp_eq_one_iff` turns $z=1$ into $d=c(2p+1)$ with an integer $c$. The bounds on $d$ squeeze $c$ strictly between $-1$ and $1$, so $d=0$, a contradiction. `mul_neg_geom_sum` is the identity for $(1-z)\sum_j z^j$.

```lean
/-- For an integer `|d| ≤ 2p`, the `N = 2p+1` phases `exp(2πidj/N)` sum to `N` if `d = 0`
and to zero otherwise. -/
theorem phase_sum (p : ℕ) (d : ℤ) (h1 : -(2 * p : ℤ) ≤ d) (h2 : d ≤ 2 * p) :
    ∑ j ∈ Finset.range (2 * p + 1), phase (d * ((j : ℝ) / (2 * p + 1))) =
      if d = 0 then (2 * p + 1 : ℂ) else 0 := by
  split_ifs with h
  · subst h
    simp [phase]
  · have hN : (2 * p + 1 : ℂ) ≠ 0 := by exact_mod_cast Nat.succ_ne_zero (2 * p)
    have hR : (2 * p + 1 : ℝ) ≠ 0 := by positivity
    obtain ⟨z, hz⟩ : ∃ z, z = phase ((d : ℝ) / (2 * p + 1)) := ⟨_, rfl⟩
    have hpow : ∀ j : ℕ, phase (d * ((j : ℝ) / (2 * p + 1))) = z ^ j := by
      intro j
      rw [hz]
      unfold phase
      rw [← Complex.exp_nat_mul]
      congr 1
      push_cast
      ring
    -- z is an N-th root of unity
    have hzN : z ^ (2 * p + 1) = 1 := by
      rw [← hpow]
      have e : (d : ℝ) * (((2 * p + 1 : ℕ) : ℝ) / (2 * p + 1)) = d := by
        push_cast
        rw [div_self hR, mul_one]
      rw [e]
      exact Complex.exp_eq_one_iff.2 ⟨d, by push_cast; ring⟩
    -- z differs from one, since N does not divide d
    have hz1 : z ≠ 1 := by
      intro hone
      rw [hz] at hone
      unfold phase at hone
      obtain ⟨c, hc⟩ := Complex.exp_eq_one_iff.1 hone
      have e : (((d : ℝ) / (2 * p + 1) : ℝ) : ℂ) = c :=
        mul_left_cancel₀ Complex.two_pi_I_ne_zero (by rw [hc]; ring)
      push_cast at e
      rw [div_eq_iff hN] at e
      have e' : d = c * (2 * p + 1) := by exact_mod_cast e
      have hp : (0 : ℤ) ≤ p := Int.natCast_nonneg p
      have c1 : c < 1 := by nlinarith
      have c2 : -1 < c := by nlinarith
      have c0 : c = 0 := by omega
      exact h (by rw [e', c0, zero_mul])
    have g := mul_neg_geom_sum z (2 * p + 1)
    rw [hzN, sub_self] at g
    rw [Finset.sum_congr rfl fun j _ => hpow j]
    exact (mul_eq_zero.1 g).resolve_left (sub_ne_zero.2 (Ne.symm hz1))
```

The first orthogonality relation follows the substitution $m=j-p$. `shift` changes the summation range, and `h` pulls out the factor $\varphi(-p(k_s-k_r))$. That factor is one when $r=s$, and it multiplies zero otherwise.

```lean
/-- Summed over the hoppings `|m| ≤ p`, the phases of two mesh points are orthogonal. -/
theorem sum_over_hoppings (p : ℕ) (r s : Fin (2 * p + 1)) :
    ∑ m ∈ Finset.Icc (-(p : ℤ)) p, phase (m * kpt p s) * phase (-(m * kpt p r)) =
      if r = s then (2 * p + 1 : ℂ) else 0 := by
  -- shift the summation range to 0, ..., 2p
  have shift : ∀ f : ℤ → ℂ, ∑ m ∈ Finset.Icc (-(p : ℤ)) p, f m =
      ∑ j ∈ Finset.range (2 * p + 1), f ((j : ℤ) - p) := by
    intro f
    refine Finset.sum_nbij' (fun m => (m + p).toNat) (fun j => (j : ℤ) - p) ?_ ?_ ?_ ?_ ?_
    all_goals
      intro m hm
      simp only [Finset.mem_Icc, Finset.mem_range] at hm ⊢
    · omega
    · omega
    · omega
    · omega
    · congr 1
      omega
  have h : ∀ j : ℕ, phase ((((j : ℤ) - p : ℤ) : ℝ) * kpt p s) *
      phase (-((((j : ℤ) - p : ℤ) : ℝ) * kpt p r)) =
      phase (-(p * (kpt p s - kpt p r))) *
        phase (((((s : ℕ) : ℤ) - ((r : ℕ) : ℤ) : ℤ) : ℝ) * ((j : ℝ) / (2 * p + 1))) := by
    intro j
    rw [← phase_add, ← phase_add]
    congr 1
    unfold kpt
    push_cast
    ring
  have hr := r.isLt
  have hs := s.isLt
  rw [shift, Finset.sum_congr rfl fun j _ => h j, ← Finset.mul_sum,
    phase_sum p _ (by omega) (by omega)]
  by_cases hrs : r = s
  · subst hrs
    simp [phase]
  · have hne : ((s : ℕ) : ℤ) - ((r : ℕ) : ℤ) ≠ 0 := fun h0 => hrs (Fin.ext (by omega))
    rw [if_neg hne, if_neg hrs, mul_zero]
```

The second relation is already a sum over $0,\dots,2p$, so it needs no shift. The hypotheses `hl` and `hm` keep $|l-m|\le 2p$.

```lean
/-- Summed over the mesh, the phases of two hoppings `|l|, |m| ≤ p` are orthogonal. -/
theorem sum_over_mesh (p : ℕ) (l m : ℤ) (hl : l ∈ Finset.Icc (-(p : ℤ)) p)
    (hm : m ∈ Finset.Icc (-(p : ℤ)) p) :
    ∑ r, phase (-(m * kpt p r)) * phase (l * kpt p r) =
      if l = m then (2 * p + 1 : ℂ) else 0 := by
  rw [Finset.mem_Icc] at hl hm
  have h : ∀ r : Fin (2 * p + 1), phase (-(m * kpt p r)) * phase (l * kpt p r) =
      phase (((l - m : ℤ) : ℝ) * (((r : ℕ) : ℝ) / (2 * p + 1))) := by
    intro r
    rw [← phase_add]
    congr 1
    unfold kpt
    push_cast
    ring
  rw [Finset.sum_congr rfl fun r _ => h r,
    Fin.sum_univ_eq_sum_range
      (fun j : ℕ => phase (((l - m : ℤ) : ℝ) * ((j : ℝ) / (2 * p + 1)))) (2 * p + 1),
    phase_sum p _ (by omega) (by omega)]
  by_cases hlm : l = m
  · rw [if_pos (sub_eq_zero.2 hlm), if_pos hlm]
  · rw [if_neg (sub_ne_zero.2 hlm), if_neg hlm]
```

**Q:** Where does Hermiticity enter?

**A:** In the relation $H_m^\dagger=H_{-m}$, where `(hA r).eq` replaces $A_r^\dagger$ by $A_r$.

```lean
/-- Hermitian samples give hoppings with `H_m† = H_{-m}`. -/
theorem hopping_conjTranspose (p : ℕ) (A : Fin (2 * p + 1) → Matrix n n ℂ)
    (hA : ∀ r, (A r).IsHermitian) (m : ℤ) : (hopping p A m)ᴴ = hopping p A (-m) := by
  unfold hopping
  rw [conjTranspose_smul, conjTranspose_sum]
  congr 1
  · simp
  · refine Finset.sum_congr rfl fun r _ => ?_
    rw [conjTranspose_smul, (hA r).eq, star_phase]
    congr 2
    push_cast
    ring
```

The reversal of $m$ is then done by `Finset.sum_nbij'`, and this is the device to look at closely. It proves two finite sums equal from a map between their index sets and a proposed inverse. It leaves five goals: the map lands in the second set, the inverse lands in the first, the two compositions give back what they started from, and corresponding terms agree. Here both maps are $m\mapsto-m$.

```lean
/-- If the hoppings satisfy `B_m† = B_{-m}`, the Bloch Hamiltonian is Hermitian at every
real `k`. -/
theorem bloch_isHermitian (p : ℕ) (B : ℤ → Matrix n n ℂ) (hB : ∀ m, (B m)ᴴ = B (-m))
    (k : ℝ) : (bloch p B k).IsHermitian := by
  change (bloch p B k)ᴴ = bloch p B k
  unfold bloch
  rw [conjTranspose_sum]
  -- the terms m and -m change places
  refine Finset.sum_nbij' (fun m => -m) (fun m => -m) ?_ ?_ ?_ ?_ ?_
  · intro m hm
    simp only [Finset.mem_Icc] at hm ⊢
    omega
  · intro m hm
    simp only [Finset.mem_Icc] at hm ⊢
    omega
  · exact fun m _ => neg_neg m
  · exact fun m _ => neg_neg m
  · intro m _
    rw [conjTranspose_smul, hB, star_phase]
    congr 2
    push_cast
    ring
```

**Q:** So where would my frequencies $0,1,2$ fail?

**A:** At the first goal. It asks that $-m$ lie in the range whenever $m$ does. For $-p\le m\le p$, `omega` settles this from the inequalities; for $0\le m\le 2$ it is false already at $m=1$. The imaginary part in your energy corresponds to that missing partner.

The main theorem joins the pieces. Its first half applies the last two lemmas. In the second half, `Finset.sum_comm` exchanges the sums, and `Finset.sum_eq_single s` keeps only the term with $r=s$, where the factor is $N^{-1}N=1$. This half never uses `hA`.

```lean
/-- For Hermitian samples on a mesh of `2p+1` points, the interpolated Hamiltonian is
Hermitian at every real `k` and reproduces each sample at its mesh point. -/
theorem interp_isHermitian_and_interpolates (p : ℕ) (A : Fin (2 * p + 1) → Matrix n n ℂ)
    (hA : ∀ r, (A r).IsHermitian) :
    (∀ k : ℝ, (interp p A k).IsHermitian) ∧ ∀ r, interp p A (kpt p r) = A r := by
  refine ⟨bloch_isHermitian p _ (hopping_conjTranspose p A hA), fun s => ?_⟩
  have hN : (2 * p + 1 : ℂ) ≠ 0 := by exact_mod_cast Nat.succ_ne_zero (2 * p)
  -- exchange the sums over hoppings and mesh points
  have h : interp p A (kpt p s) = ∑ r, ((2 * p + 1 : ℂ)⁻¹ *
      ∑ m ∈ Finset.Icc (-(p : ℤ)) p, phase (m * kpt p s) * phase (-(m * kpt p r))) • A r := by
    unfold interp bloch hopping
    simp only [Finset.smul_sum, Finset.mul_sum, Finset.sum_smul, smul_smul]
    rw [Finset.sum_comm]
    refine Finset.sum_congr rfl fun r _ => Finset.sum_congr rfl fun m _ => ?_
    congr 1
    ring
  rw [h, Finset.sum_eq_single s]
  · rw [sum_over_hoppings, if_pos rfl, inv_mul_cancel₀ hN, one_smul]
  · intro r _ hr
    rw [sum_over_hoppings, if_neg hr, mul_zero, zero_smul]
  · exact fun hs => absurd (Finset.mem_univ s) hs
```

**Q:** And exactness has the same structure?

**A:** Yes, with the roles of mesh and hoppings exchanged. The sum over `l` collapses to the term $l=m$ by the second orthogonality relation. The hypothesis `hm` restricts the claim to $|m|\le p$, since a mesh of $N$ points cannot distinguish $m$ from $m+N$.

```lean
/-- Sampling a Bloch Hamiltonian of hopping range `p` on `2p+1` mesh points recovers each
of its hoppings `B_m`, `|m| ≤ p`. -/
theorem hopping_bloch (p : ℕ) (B : ℤ → Matrix n n ℂ) (m : ℤ)
    (hm : m ∈ Finset.Icc (-(p : ℤ)) p) :
    hopping p (fun r => bloch p B (kpt p r)) m = B m := by
  have hN : (2 * p + 1 : ℂ) ≠ 0 := by exact_mod_cast Nat.succ_ne_zero (2 * p)
  have h : hopping p (fun r => bloch p B (kpt p r)) m =
      ∑ l ∈ Finset.Icc (-(p : ℤ)) p, ((2 * p + 1 : ℂ)⁻¹ *
        ∑ r, phase (-(m * kpt p r)) * phase (l * kpt p r)) • B l := by
    unfold hopping bloch
    simp only [Finset.smul_sum, Finset.mul_sum, Finset.sum_smul, smul_smul]
    rw [Finset.sum_comm]
  rw [h, Finset.sum_eq_single m]
  · rw [sum_over_mesh p m m hm hm, if_pos rfl, inv_mul_cancel₀ hN, one_smul]
  · intro l hl hlm
    rw [sum_over_mesh p l m hl hm, if_neg hlm, mul_zero, zero_smul]
  · exact fun h0 => absurd hm h0
```

Once the hoppings agree for every $m$ in the range, the two Bloch sums agree term by term, whatever the value of $k$.

```lean
/-- Interpolation from `2p+1` mesh points is exact at every real `k` for a Bloch
Hamiltonian of hopping range `p`. -/
theorem interp_exact (p : ℕ) (B : ℤ → Matrix n n ℂ) (k : ℝ) :
    interp p (fun r => bloch p B (kpt p r)) k = bloch p B k := by
  change ∑ m ∈ Finset.Icc (-(p : ℤ)) p,
      phase (m * k) • hopping p (fun r => bloch p B (kpt p r)) m =
    ∑ m ∈ Finset.Icc (-(p : ℤ)) p, phase (m * k) • B m
  refine Finset.sum_congr rfl fun m hm => ?_
  rw [hopping_bloch p B m hm]

end

end FourierInterpolation
```

```lean
#print axioms FourierInterpolation.interp_isHermitian_and_interpolates
#print axioms FourierInterpolation.interp_exact
```

```
'FourierInterpolation.interp_isHermitian_and_interpolates' depends on axioms: [propext, Classical.choice, Quot.sound]
'FourierInterpolation.interp_exact' depends on axioms: [propext, Classical.choice, Quot.sound]
```

**Q:** Then for my own band structure, what is left for me to check?

**A:** Whether the hoppings in your basis are negligible beyond $|m|=p$. One practical test is to refine the mesh and see whether the interpolated bands move.
